# On two copies of a finite-dimensional pure state, $(1-F_A)(1-F_B)$ has expectation $2(1-\operatorname{Tr}\rho_A^2)$, which is zero exactly for product states

Take two qubits A and B in the Bell state $\psi=(|00\rangle+|11\rangle)/\sqrt2$, and prepare it twice. Let $F_A$ swap only the two A qubits and $F_B$ only the two B qubits. I am told that the expectation of $(1-F_A)(1-F_B)$ in $\psi\otimes\psi$ measures entanglement, and for this state I do get 1. But $\psi\otimes\psi$ is symmetric under exchange of the copies, so why do two antisymmetrisers not simply kill it? And in larger dimensions, could the terms of the expectation cancel, so that an entangled state also gives zero?

## Two minus signs are compatible with a symmetric pair

Exchanging the copies as a whole is $F_AF_B$. A two-copy vector that is odd under $F_A$ and odd under $F_B$ is even under their product, so the symmetry of $\psi\otimes\psi$ leaves room for such a part. In your example, writing the first copy in the first ket,

$$(1-F_A)(1-F_B)\,\psi\otimes\psi=|00\rangle|11\rangle+|11\rangle|00\rangle-|01\rangle|10\rangle-|10\rangle|01\rangle .$$

This is a singlet of the two A qubits times a singlet of the two B qubits, up to a factor. Its overlap with $\psi\otimes\psi$ is $\tfrac12+\tfrac12=1$, in agreement with $2(1-\tfrac12)$. For $|00\rangle$ in place of the Bell state, the operators $1$, $F_A$, $F_B$ and $F_AF_B$ all give the same vector, and with two plus and two minus signs the result is zero.

Cancellation cannot hide entanglement either, because the expectation is a sum of squares. Write $\psi_{ij}$ for the coefficients of a vector in $\mathbb C^m\otimes\mathbb C^n$, and $E=(1-F_A)(1-F_B)$. On a two-copy vector $\Phi$,

$$(E\Phi)_{ij,kl}=\Phi_{ij,kl}-\Phi_{il,kj}-\Phi_{kj,il}+\Phi_{kl,ij}.$$

For $\Phi=\psi\otimes\psi$ the terms agree in pairs, which leaves

$$(E\,\psi\otimes\psi)_{ij,kl}=2M_{ijkl},\qquad M_{ijkl}=\psi_{ij}\psi_{kl}-\psi_{il}\psi_{kj}.$$

These are the $2\times2$ minors of the coefficient matrix. The expectation is therefore

$$\langle E\rangle=2\sum_{ijkl}\overline{\psi_{ij}\psi_{kl}}\,M_{ijkl}.$$

Renaming $j\leftrightarrow l$ leaves the sum unchanged but flips the sign of $M$. Taking one of the two equal halves in its original form and the other in its renamed form gives

$$\langle E\rangle=\sum_{ijkl}\overline{(\psi_{ij}\psi_{kl}-\psi_{il}\psi_{kj})}\,M_{ijkl}=\sum_{ijkl}|M_{ijkl}|^2 .$$

For the link to the purity, expand $M$ instead:

$$\langle E\rangle=2\Big(\sum_{ijkl}|\psi_{ij}|^2|\psi_{kl}|^2-\sum_{ijkl}\overline{\psi_{ij}}\,\psi_{il}\,\overline{\psi_{kl}}\,\psi_{kj}\Big).$$

The first sum is $\langle\psi,\psi\rangle^2$. With $(\rho_A)_{ik}=\sum_j\psi_{ij}\overline{\psi_{kj}}$,

$$\operatorname{Tr}\rho_A^2=\sum_{ik}(\rho_A)_{ik}(\rho_A)_{ki}=\sum_{ijkl}\psi_{ij}\overline{\psi_{kj}}\,\psi_{kl}\overline{\psi_{il}},$$

which is the second sum after $j\leftrightarrow l$. For a unit vector this gives $\langle E\rangle=2(1-\operatorname{Tr}\rho_A^2)$.

If $\langle E\rangle=0$, every minor vanishes. Choose $p,q$ with $\psi_{pq}\neq0$. Then $M_{ijpq}=0$ reads

$$\psi_{ij}=\psi_{iq}\,\frac{\psi_{pj}}{\psi_{pq}},$$

so $\psi$ is a column times a rescaled row, that is, a product vector. Conversely, if $\psi_{ij}=a_ib_j$, both terms of each minor equal $a_ib_ja_kb_l$ and the minor is zero.

For two qubits, a minor can be non-zero only if $i\neq k$ and $j\neq l$. Four index quadruples remain, each with the same modulus, and $\langle E\rangle=4|\psi_{00}\psi_{11}-\psi_{01}\psi_{10}|^2$. For a unit vector this is the square of the pure-state concurrence.

Here is the same argument in Lean 4 with Mathlib.

```lean
import Mathlib

open Matrix

namespace TwoCopyEntanglement

noncomputable section

variable {m n : Type*}

/-- Vectors of two copies of the composite system AB, with indices `((i, j), (k, l))`:
`i, k` belong to the two copies of A and `j, l` to the two copies of B. -/
abbrev TwoCopySpace (m n : Type*) := (m × n) × (m × n) → ℂ

/-- The operator `F_A` that swaps the two copies of subsystem A only. -/
def swapA : Module.End ℂ (TwoCopySpace m n) where
  toFun Φ := fun p => Φ ((p.2.1, p.1.2), (p.1.1, p.2.2))
  map_add' _ _ := rfl
  map_smul' _ _ := rfl

/-- The operator `F_B` that swaps the two copies of subsystem B only. -/
def swapB : Module.End ℂ (TwoCopySpace m n) where
  toFun Φ := fun p => Φ ((p.1.1, p.2.2), (p.2.1, p.1.2))
  map_add' _ _ := rfl
  map_smul' _ _ := rfl

/-- The two-copy observable `(1 - F_A)(1 - F_B)`. -/
def antisymAB : Module.End ℂ (TwoCopySpace m n) := (1 - swapA) * (1 - swapB)

/-- The two-copy vector `ψ ⊗ ψ`, for any vector `ψ`, normalised or not. -/
def copies (ψ : m × n → ℂ) : TwoCopySpace m n := fun p => ψ p.1 * ψ p.2

/-- A product vector: `ψ = a ⊗ b`. -/
def IsProduct (ψ : m × n → ℂ) : Prop :=
  ∃ (a : m → ℂ) (b : n → ℂ), ∀ i j, ψ (i, j) = a i * b j

/-- The components of `(1 - F_A)(1 - F_B) Φ` for any two-copy vector `Φ`. -/
theorem antisymAB_apply (Φ : TwoCopySpace m n) (i k : m) (j l : n) :
    antisymAB Φ ((i, j), (k, l)) =
      Φ ((i, j), (k, l)) - Φ ((i, l), (k, j))
        - (Φ ((k, j), (i, l)) - Φ ((k, l), (i, j))) := rfl

/-- The observable `E = (1 - F_A)(1 - F_B)` satisfies `E² = 4E`. -/
theorem antisymAB_mul_self :
    (antisymAB * antisymAB : Module.End ℂ (TwoCopySpace m n)) = (4 : ℂ) • antisymAB := by
  apply LinearMap.ext
  intro Φ
  funext ⟨⟨i, j⟩, ⟨k, l⟩⟩
  change antisymAB (antisymAB Φ) ((i, j), (k, l)) = 4 * antisymAB Φ ((i, j), (k, l))
  simp only [antisymAB_apply]
  ring

/-- On `ψ ⊗ ψ` the observable produces twice the 2×2 minors of the coefficient matrix. -/
theorem antisymAB_copies (ψ : m × n → ℂ) (i k : m) (j l : n) :
    antisymAB (copies ψ) ((i, j), (k, l)) =
      2 * (ψ (i, j) * ψ (k, l) - ψ (i, l) * ψ (k, j)) := by
  simp only [antisymAB_apply, copies]
  ring

variable [Fintype m] [Fintype n]

/-- The expectation `⟨Φ, T Φ⟩` of an operator `T` in a two-copy vector `Φ`. -/
def expectation (T : Module.End ℂ (TwoCopySpace m n)) (Φ : TwoCopySpace m n) : ℂ :=
  star Φ ⬝ᵥ T Φ

/-- The reduced density matrix `ρ_A` of `ψ`, the partial trace of `ψψ*` over B. -/
def reducedA (ψ : m × n → ℂ) : Matrix m m ℂ :=
  Matrix.of fun i k => ∑ j, ψ (i, j) * star (ψ (k, j))

/-- A sum over the indices of two copies is unchanged when the two B indices are exchanged. -/
theorem sum_exchange (f : m → n → m → n → ℂ) :
    ∑ i, ∑ j, ∑ k, ∑ l, f i l k j = ∑ i, ∑ j, ∑ k, ∑ l, f i j k l := by
  refine Finset.sum_congr rfl fun i _ => ?_
  calc ∑ j, ∑ k, ∑ l, f i l k j = ∑ k, ∑ j, ∑ l, f i l k j := Finset.sum_comm
    _ = ∑ k, ∑ j, ∑ l, f i j k l := Finset.sum_congr rfl fun k _ => Finset.sum_comm
    _ = ∑ j, ∑ k, ∑ l, f i j k l := Finset.sum_comm

/-- The expectation of `(1 - F_A)(1 - F_B)` in `ψ ⊗ ψ` is the sum of the squared moduli of
the 2×2 minors of the coefficient matrix, over all index quadruples. -/
theorem expectation_eq_sum_minors (ψ : m × n → ℂ) :
    expectation antisymAB (copies ψ) =
      ((∑ i, ∑ j, ∑ k, ∑ l,
        ‖ψ (i, j) * ψ (k, l) - ψ (i, l) * ψ (k, j)‖ ^ 2 : ℝ) : ℂ) := by
  have h := sum_exchange (fun i j k l =>
    star (ψ (i, j) * ψ (k, l)) * (ψ (i, j) * ψ (k, l) - ψ (i, l) * ψ (k, j)))
  beta_reduce at h
  have e : expectation antisymAB (copies ψ) = 2 * ∑ i, ∑ j, ∑ k, ∑ l,
      star (ψ (i, j) * ψ (k, l)) * (ψ (i, j) * ψ (k, l) - ψ (i, l) * ψ (k, j)) := by
    simp only [expectation, dotProduct, Fintype.sum_prod_type, Pi.star_apply,
      antisymAB_copies, Finset.mul_sum]
    refine Finset.sum_congr rfl fun i _ => Finset.sum_congr rfl fun j _ =>
      Finset.sum_congr rfl fun k _ => Finset.sum_congr rfl fun l _ => ?_
    simp only [copies]
    ring
  -- the minor is odd under exchange of the B indices, which completes the square
  rw [e, two_mul]
  nth_rewrite 2 [← h]
  simp only [← Finset.sum_add_distrib]
  push_cast
  refine Finset.sum_congr rfl fun i _ => Finset.sum_congr rfl fun j _ =>
    Finset.sum_congr rfl fun k _ => Finset.sum_congr rfl fun l _ => ?_
  rw [← Complex.conj_mul']
  simp only [starRingEnd_apply, star_sub, star_mul']
  ring

/-- For any vector `ψ`, normalised or not, the expectation of `(1 - F_A)(1 - F_B)` in
`ψ ⊗ ψ` is `2(⟨ψ, ψ⟩² - Tr ρ_A²)`. -/
theorem expectation_eq_purity (ψ : m × n → ℂ) :
    expectation antisymAB (copies ψ) =
      2 * ((star ψ ⬝ᵥ ψ) ^ 2 - (reducedA ψ * reducedA ψ).trace) := by
  have hN : (star ψ ⬝ᵥ ψ) ^ 2 = ∑ i, ∑ j, ∑ k, ∑ l,
      (star (ψ (i, j)) * ψ (i, j)) * (star (ψ (k, l)) * ψ (k, l)) := by
    simp only [sq, dotProduct, Finset.sum_mul_sum, Fintype.sum_prod_type, Pi.star_apply]
    exact Finset.sum_congr rfl fun i _ => Finset.sum_comm
  have hT : (reducedA ψ * reducedA ψ).trace = ∑ i, ∑ j, ∑ k, ∑ l,
      (star (ψ (i, j)) * ψ (i, l)) * (star (ψ (k, l)) * ψ (k, j)) := by
    refine Eq.trans ?_ (sum_exchange (fun i j k l =>
      (star (ψ (i, j)) * ψ (i, l)) * (star (ψ (k, l)) * ψ (k, j))))
    simp only [Matrix.trace, Matrix.diag_apply, Matrix.mul_apply, reducedA,
      Matrix.of_apply, Finset.sum_mul_sum]
    refine Finset.sum_congr rfl fun i _ => Finset.sum_comm.trans ?_
    refine Finset.sum_congr rfl fun j _ => Finset.sum_congr rfl fun k _ =>
      Finset.sum_congr rfl fun l _ => ?_
    ring
  rw [hN, hT]
  simp only [expectation, dotProduct, Fintype.sum_prod_type, Pi.star_apply,
    antisymAB_copies, ← Finset.sum_sub_distrib, Finset.mul_sum]
  refine Finset.sum_congr rfl fun i _ => Finset.sum_congr rfl fun j _ =>
    Finset.sum_congr rfl fun k _ => Finset.sum_congr rfl fun l _ => ?_
  simp only [copies, star_mul']
  ring

/-- The expectation of `(1 - F_A)(1 - F_B)` in `ψ ⊗ ψ` vanishes exactly when `ψ` is a
product vector. -/
theorem expectation_eq_zero_iff (ψ : m × n → ℂ) :
    expectation antisymAB (copies ψ) = 0 ↔ IsProduct ψ := by
  rw [expectation_eq_sum_minors, Complex.ofReal_eq_zero]
  constructor
  · intro h
    -- a vanishing sum of squares forces every minor to vanish
    have hM : ∀ i j k l, ψ (i, j) * ψ (k, l) - ψ (i, l) * ψ (k, j) = 0 := by
      intro i j k l
      have h1 := (Finset.sum_eq_zero_iff_of_nonneg
        (fun _ _ => by positivity)).1 h i (Finset.mem_univ i)
      have h2 := (Finset.sum_eq_zero_iff_of_nonneg
        (fun _ _ => by positivity)).1 h1 j (Finset.mem_univ j)
      have h3 := (Finset.sum_eq_zero_iff_of_nonneg
        (fun _ _ => by positivity)).1 h2 k (Finset.mem_univ k)
      have h4 := (Finset.sum_eq_zero_iff_of_nonneg
        (fun _ _ => by positivity)).1 h3 l (Finset.mem_univ l)
      exact norm_eq_zero.1 (pow_eq_zero_iff two_ne_zero |>.1 h4)
    by_cases h0 : ∃ p q, ψ (p, q) ≠ 0
    · -- a column and a rescaled row through a non-zero coefficient are the factors
      obtain ⟨p, q, hpq⟩ := h0
      refine ⟨fun i => ψ (i, q), fun j => ψ (p, j) / ψ (p, q), fun i j => ?_⟩
      rw [← mul_div_assoc, eq_div_iff hpq]
      linear_combination hM i j p q
    · exact ⟨0, 0, fun i j => by
        simpa using not_not.1 (fun hne => h0 ⟨i, j, hne⟩)⟩
  · rintro ⟨a, b, h⟩
    refine Finset.sum_eq_zero fun i _ => Finset.sum_eq_zero fun j _ =>
      Finset.sum_eq_zero fun k _ => Finset.sum_eq_zero fun l _ => ?_
    have hz : ψ (i, j) * ψ (k, l) - ψ (i, l) * ψ (k, j) = 0 := by
      simp only [h]
      ring
    rw [hz]
    simp

/-- For a unit vector `ψ`, the expectation of `(1 - F_A)(1 - F_B)` in `ψ ⊗ ψ` equals
`2(1 - Tr ρ_A²)`, and this number vanishes exactly when `ψ` is a product vector. -/
theorem two_copy_entanglement_test (ψ : m × n → ℂ) (hψ : star ψ ⬝ᵥ ψ = 1) :
    expectation antisymAB (copies ψ) = 2 * (1 - (reducedA ψ * reducedA ψ).trace) ∧
      (2 * (1 - (reducedA ψ * reducedA ψ).trace) = 0 ↔ IsProduct ψ) := by
  have h := expectation_eq_purity ψ
  rw [hψ, one_pow] at h
  exact ⟨h, h ▸ expectation_eq_zero_iff ψ⟩

/-- For two qubits the expectation of `(1 - F_A)(1 - F_B)` in `ψ ⊗ ψ` is
`4|ψ₀₀ψ₁₁ - ψ₀₁ψ₁₀|²`. -/
theorem expectation_two_qubits (ψ : Fin 2 × Fin 2 → ℂ) :
    expectation antisymAB (copies ψ) =
      ((4 * ‖ψ (0, 0) * ψ (1, 1) - ψ (0, 1) * ψ (1, 0)‖ ^ 2 : ℝ) : ℂ) := by
  rw [expectation_eq_sum_minors]
  refine congrArg Complex.ofReal ?_
  simp only [Fin.sum_univ_two, ← Complex.normSq_eq_norm_sq, Complex.normSq_apply,
    Complex.sub_re, Complex.sub_im, Complex.mul_re, Complex.mul_im]
  ring

end

end TwoCopyEntanglement
```

```lean
#print axioms TwoCopyEntanglement.antisymAB_mul_self
#print axioms TwoCopyEntanglement.expectation_eq_zero_iff
#print axioms TwoCopyEntanglement.two_copy_entanglement_test
#print axioms TwoCopyEntanglement.expectation_two_qubits
```

```
'TwoCopyEntanglement.antisymAB_mul_self' depends on axioms: [propext, Classical.choice, Quot.sound]
'TwoCopyEntanglement.expectation_eq_zero_iff' depends on axioms: [propext, Classical.choice, Quot.sound]
'TwoCopyEntanglement.two_copy_entanglement_test' depends on axioms: [propext, Classical.choice, Quot.sound]
'TwoCopyEntanglement.expectation_two_qubits' depends on axioms: [propext, Classical.choice, Quot.sound]
```

## Reading the theorems as physics

The main theorem, `two_copy_entanglement_test`, takes a vector `ψ` with `star ψ ⬝ᵥ ψ = 1`. It says that the expectation of `antisymAB` in `copies ψ` equals $2(1-\operatorname{Tr}\rho_A^2)$, and that this number is zero if and only if `IsProduct ψ` holds.

- `ψ : m × n → ℂ` is the table of coefficients in a product of orthonormal local bases. In the code, `m` and `n` are finite sets of basis labels and not the dimensions themselves.
- `TwoCopySpace m n` holds the two-copy vectors. Its index `((i, j), (k, l))` has the first copy in the first pair, so A carries `i, k` and B carries `j, l`.
- `swapA` and `swapB` are $F_A$ and $F_B$, given as linear maps that rearrange these indices. Their combination `antisymAB` is $E$.
- `expectation T Φ` is $\langle\Phi,T\Phi\rangle$, conjugate-linear in the left slot, with no division by the norm.
- `reducedA ψ` is the partial trace of $|\psi\rangle\langle\psi|$ over B. Its trace is 1 when `ψ` is a unit vector.
- `IsProduct ψ` asks for factors `a` and `b` with `ψ (i, j) = a i * b j`. It also admits the zero vector, which the normalisation in the main theorem excludes.

Several of the other theorems need no normalisation. `expectation_eq_purity` gives $2(\langle\psi,\psi\rangle^2-\operatorname{Tr}\rho_A^2)$ for any `ψ`; for a non-zero vector, dividing by $\langle\psi,\psi\rangle^2$ gives the value for the normalised state. The same division applies to `expectation_two_qubits` before it is read as a squared concurrence.

Despite its name, `antisymAB` is not itself a projector. The theorem `antisymAB_mul_self` states $E^2=4E$, so $E/4$ is idempotent. The swaps are also self-adjoint and commute, which makes $E/4$ the orthogonal projector onto vectors antisymmetric in both A and B. Two copies of your Bell pair are thus found in that subspace with probability $1/4$.

The quantity $1-\operatorname{Tr}\rho_A^2$ is the linear entropy of A, used to quantify entanglement between two parts of a finite system in a pure state, for instance two blocks of a spin chain in a simulation. A measurement of $F_A$ on two independent, identical copies gives $+1$ or $-1$, and the average over many repetitions estimates $\operatorname{Tr}\rho_A^2$ without tomography, whether the copies are pure or mixed. For mixed copies, however, the linear entropy of A no longer reflects entanglement alone.

Purity is also an assumption behind the formula for $\langle E\rangle$: the theorems take $\psi\otimes\psi$ as given, whereas real preparations are somewhat mixed. For two independent copies of a mixed state $\rho$, the expectation becomes $1-\operatorname{Tr}\rho_A^2-\operatorname{Tr}\rho_B^2+\operatorname{Tr}\rho^2$. Two maximally mixed, uncorrelated qubits then give $1-\tfrac12-\tfrac12+\tfrac14=\tfrac14$, although there is no entanglement at all. So a non-zero value does not by itself certify entanglement, as it does for pure copies.

The state could also have been modelled as an element of an abstract tensor product of two finite-dimensional Hilbert spaces, with the swaps built from the canonical exchange of factors. Independence of the local bases would then be visible in the statement, but the minors would appear only after choosing local bases, which the derivation above takes to be orthonormal. With coefficient tables the minors are available at once, and the basis is fixed from the start.

## From index exchange to the product criterion

`antisymAB_apply` is the four-term formula for $E\Phi$. It holds by `rfl`, since the swaps are defined by what they do to indices. `antisymAB_mul_self` applies this formula twice and lets `ring` collect the terms; the main theorem does not use it. `antisymAB_copies` inserts $\psi\otimes\psi$ and obtains $2M_{ijkl}$.

`sum_exchange` is the renaming $j\leftrightarrow l$ under the fourfold sum. It moves the summations past one another with `Finset.sum_comm`.

`expectation_eq_sum_minors` completes the square. The intermediate equation `e` is the formula with the factor 2 in front. `two_mul` splits it into two equal sums, and `nth_rewrite 2 [← h]` puts the second one in its exchanged form. After the sums are merged, `Complex.conj_mul'` writes $|M|^2$ as $\overline M M$, and `ring` compares the summands.

In `expectation_eq_purity`, `hN` expands $\langle\psi,\psi\rangle^2$ and `hT` expands the trace of $\rho_A^2$, with `sum_exchange` bringing the latter to the index order used above. The remaining identity is checked summand by summand.

`expectation_eq_zero_iff` starts from the sum of squares. A sum of non-negative terms that vanishes has only vanishing terms, and this is applied once for each of the four indices, which yields `hM`. If some coefficient `ψ (p, q)` is non-zero, the column `ψ (i, q)` and the rescaled row `ψ (p, j) / ψ (p, q)` are offered as factors, and `linear_combination hM i j p q` is the equation $M_{ijpq}=0$ from the derivation. If no coefficient is non-zero, the factors are zero. The converse inserts `a i * b j` and finds each minor equal to zero.

`two_copy_entanglement_test` replaces $\langle\psi,\psi\rangle^2$ by 1 in the purity formula and carries the zero criterion over to the resulting expression. `expectation_two_qubits` writes out the sum of squared minors over the labels 0 and 1, passes to real and imaginary parts, and leaves the polynomial identity to `ring`.
